# The exchange hole of M consecutive plane waves on a ring of N sites

Let electrons of one spin species fill $M$ consecutive plane waves on a ring of $N$ sites, with $1\le M\le N$. At separation $j=1,\dots,N-1$ from an electron, the exchange hole has magnitude

$$\frac{\sin^2(\pi Mj/N)}{N M\,\sin^2(\pi j/N)},$$

and these off-site values add up to $1-M/N$. The sum of the bare squared sine ratios follows in closed form on the way.

The physical question is how far, given an electron at site $x$, the chance of finding another electron of the same spin at site $y$ lies below the density of that spin at $y$, when antisymmetry is the only source of correlation. If electrons at sites $x$ and $y$ interact through an energy $v(x-y)$ with the period of the ring, full or range-separated, the exchange energy per electron in this state is $-\tfrac12$ times the sum over all sites $y$ of $v(x-y)$ times the hole magnitude. The on-site term $y=x$, where the hole magnitude is $M/N$, is included. This gives a reference value for lattice exchange codes.

## Orbitals, density matrix and hole

Here $N$ counts sites and $M$ counts electrons, whereas many textbooks use $N$ for electrons. The wave number $k$ is an integer, and the crystal momentum is $2\pi k/N$ in units of $\hbar$ divided by the lattice spacing.

```lean
import Mathlib

open Real
open scoped ComplexConjugate

namespace LatticeExchangeHole

noncomputable section
```

The orbital is $\varphi_k(x)=e^{2\pi i kx/N}/\sqrt N$. Sites are integers (`ℤ`). Since $k$ is an integer too, $x$ and $x+N$ give the same value, which closes the ring.

```lean
/-- The normalised plane wave with integer wave number `k` at site `x` of a ring of `N > 0`
sites. -/
def orbital (N : ℕ) (k x : ℤ) : ℂ :=
  Complex.exp ((2 * π * (k * x) / N : ℝ) * Complex.I) / (√(N : ℝ) : ℝ)
```

The occupied wave numbers are $k_0,\dots,k_0+M-1$, with any integer start $k_0$. The one-particle density matrix is $\gamma(x,y)=\sum_{m=0}^{M-1}\varphi_{k_0+m}(x)\,\varphi^*_{k_0+m}(y)$.

```lean
/-- The one-particle density matrix of the `M` consecutive plane waves `k₀, ..., k₀ + M - 1`. -/
def densityMatrix (N : ℕ) (k₀ : ℤ) (M : ℕ) (x y : ℤ) : ℂ :=
  ∑ m ∈ Finset.range M, orbital N (k₀ + m) x * conj (orbital N (k₀ + m) y)
```

The hole magnitude is $h(x,y)=|\gamma(x,y)|^2/\gamma(x,x)$. Many texts give the exchange hole a minus sign, so `exchangeHole` is its absolute value. The `.re` turns the density, which is a complex number in Lean, into a real one.

This definition rests on a property of a single Slater determinant: given an electron at $x$, the density of the other electrons of the same spin at $y$ is $\gamma(y,y)-h(x,y)$. That step from the many-electron wavefunction to $\gamma$ is assumed here and not derived.

```lean
/-- The magnitude of the exchange hole at site `y` around an electron at site `x`, for one spin
species: the squared modulus of the density matrix element between `x` and `y`, over the density at
`x`. Its physical domain is `0 < M ≤ N`. -/
def exchangeHole (N : ℕ) (k₀ : ℤ) (M : ℕ) (x y : ℤ) : ℝ :=
  ‖densityMatrix N k₀ M x y‖ ^ 2 / (densityMatrix N k₀ M x x).re
```

The solutions below take $N>0$. Where a theorem also admits $N=0$, it holds trivially, through empty sums or Lean's convention $a/0=0$.

## (a) The product of two orbital values

Show that for all integers $k,l,x,y$

$$\varphi_k(x)\,\varphi_l^*(y)=\frac{e^{2\pi i(kx-ly)/N}}{N}.$$

**Solution.** Conjugation reverses the phase of the second factor, the exponents add, and $\sqrt N\sqrt N=N$. In Lean, `hs` is the statement about the square roots, and `Complex.exp_add` merges the exponentials.

```lean
/-- The product of one plane wave with the conjugate of another is a pure phase over `N`. -/
theorem orbital_mul_conj (N : ℕ) (k l x y : ℤ) :
    orbital N k x * conj (orbital N l y) =
      Complex.exp ((2 * π * (k * x - l * y) / N : ℝ) * Complex.I) / N := by
  have hs : ((√(N : ℝ) : ℝ) : ℂ) * ((√(N : ℝ) : ℝ) : ℂ) = (N : ℂ) := by
    rw [← Complex.ofReal_mul, Real.mul_self_sqrt (Nat.cast_nonneg N), Complex.ofReal_natCast]
  unfold orbital
  rw [map_div₀, Complex.conj_ofReal, ← Complex.exp_conj, map_mul, Complex.conj_ofReal,
    Complex.conj_I, div_mul_div_comm, hs, ← Complex.exp_add]
  congr 2
  push_cast
  ring
```

## (b) The density

Show that the density is the same at every site:

$$\gamma(x,x)=\frac MN.$$

**Solution.** Put $l=k$ and $y=x$ in (a). The phase is $1$, so each of the $M$ occupied orbitals contributes $1/N$.

```lean
/-- The density is uniform and equals `M / N`. -/
theorem densityMatrix_self (N : ℕ) (k₀ : ℤ) (M : ℕ) (x : ℤ) :
    densityMatrix N k₀ M x x = (M : ℂ) / N := by
  simp [densityMatrix, orbital_mul_conj, div_eq_mul_inv]
```

## (c) The distance of a phase factor from one

Show that for real $\theta$

$$|e^{i\theta}-1|^2=4\sin^2(\theta/2).$$

**Solution.** The left side is $(\cos\theta-1)^2+\sin^2\theta=2-2\cos\theta$. Inserting $\cos\theta=1-2\sin^2(\theta/2)$ gives the result. This half-angle identity is `h` in the code, and `linear_combination` combines it with $\sin^2\theta+\cos^2\theta=1$.

```lean
/-- The squared distance of a phase factor from one is `4 sin²(θ/2)`. -/
theorem norm_exp_sub_one_sq (θ : ℝ) :
    ‖Complex.exp (θ * Complex.I) - 1‖ ^ 2 = 4 * sin (θ / 2) ^ 2 := by
  have h : cos θ = 1 - 2 * sin (θ / 2) ^ 2 := by
    have h2 := Real.cos_two_mul (θ / 2)
    rw [show 2 * (θ / 2) = θ by ring] at h2
    linarith [Real.sin_sq_add_cos_sq (θ / 2)]
  rw [Complex.sq_norm, Complex.normSq_apply, Complex.sub_re, Complex.sub_im,
    Complex.exp_ofReal_mul_I_re, Complex.exp_ofReal_mul_I_im, Complex.one_re, Complex.one_im]
  linear_combination Real.sin_sq_add_cos_sq θ - 2 * h
```

## (d) The squared modulus of the density matrix at separation j

Show that for $0<j<N$

$$|\gamma(x,x+j)|^2=\frac{\sin^2(\pi Mj/N)}{N^2\sin^2(\pi j/N)}.$$

**Solution.** Put $\theta=-2\pi j/N$. By (a), the orbital $k_0+m$ contributes $e^{i(k_0+m)\theta}/N$, hence

$$\gamma(x,x+j)=\frac{e^{ik_0\theta}}{N}\,S,\qquad S=\sum_{m=0}^{M-1}e^{im\theta}.$$

The geometric sum obeys $S\,(e^{i\theta}-1)=e^{iM\theta}-1$. Taking squared moduli and using (c) on both sides gives

$$|S|^2\cdot 4\sin^2(\pi j/N)=4\sin^2(\pi Mj/N).$$

Since $0<\pi j/N<\pi$, the sine on the left is nonzero and may be divided out. The prefactor of $S$ has squared modulus $1/N^2$.

In the code, `hγ` is the factorisation, `h3` the squared geometric sum and `hs` the positivity of the sine. The start $k_0$ enters only through a phase and disappears.

```lean
/-- The squared modulus of the density matrix element between two sites at separation `0 < j < N`.
-/
theorem norm_sq_densityMatrix {N j : ℕ} (k₀ : ℤ) (M : ℕ) (x : ℤ) (hj : 0 < j) (hjN : j < N) :
    ‖densityMatrix N k₀ M x (x + j)‖ ^ 2 =
      sin (π * M * j / N) ^ 2 / ((N : ℝ) ^ 2 * sin (π * j / N) ^ 2) := by
  have hj' : (0 : ℝ) < j := by exact_mod_cast hj
  have hjN' : (j : ℝ) < N := by exact_mod_cast hjN
  have hN : (0 : ℝ) < N := hj'.trans hjN'
  have hs : 0 < sin (π * j / N) := by
    apply Real.sin_pos_of_pos_of_lt_pi (by positivity)
    rw [div_lt_iff₀ hN]
    nlinarith [mul_pos Real.pi_pos (sub_pos.2 hjN')]
  obtain ⟨θ, hθ⟩ : ∃ θ : ℝ, θ = -(2 * π * j / N) := ⟨_, rfl⟩
  obtain ⟨S, hS⟩ : ∃ S : ℂ, S = ∑ m ∈ Finset.range M, Complex.exp (θ * Complex.I) ^ m :=
    ⟨_, rfl⟩
  -- the density matrix is a phase times a geometric sum
  have hγ : densityMatrix N k₀ M x (x + j) =
      Complex.exp ((k₀ * θ : ℝ) * Complex.I) / N * S := by
    rw [hS, densityMatrix, Finset.mul_sum]
    refine Finset.sum_congr rfl fun m _ => ?_
    rw [orbital_mul_conj, ← Complex.exp_nat_mul, div_mul_eq_mul_div, ← Complex.exp_add, hθ]
    congr 2
    push_cast
    ring
  have hp : Complex.exp (θ * Complex.I) ^ M = Complex.exp ((M * θ : ℝ) * Complex.I) := by
    rw [← Complex.exp_nat_mul]
    congr 1
    push_cast
    ring
  have h3 : ‖S‖ ^ 2 * (4 * sin (θ / 2) ^ 2) = 4 * sin (M * θ / 2) ^ 2 := by
    rw [← norm_exp_sub_one_sq, ← norm_exp_sub_one_sq, ← mul_pow, ← norm_mul, hS,
      geom_sum_mul, hp]
  have e1 : θ / 2 = -(π * j / N) := by rw [hθ]; ring
  have e2 : M * θ / 2 = -(π * M * j / N) := by rw [hθ]; ring
  rw [e1, e2] at h3
  simp only [Real.sin_neg, neg_sq] at h3
  have hNN : (1 / (N : ℝ)) ^ 2 * (N : ℝ) ^ 2 = 1 := by
    rw [← mul_pow, one_div_mul_cancel hN.ne', one_pow]
  rw [hγ, norm_mul, norm_div, Complex.norm_exp_ofReal_mul_I, Complex.norm_natCast, mul_pow,
    eq_div_iff (mul_pos (pow_pos hN 2) (pow_pos hs 2)).ne']
  linear_combination (‖S‖ ^ 2 * sin (π * j / N) ^ 2) * hNN + h3 / 4
```

## (e) Orthonormality modulo N

Show that

$$\sum_{y=0}^{N-1}\varphi_k^*(y)\,\varphi_l(y)=\begin{cases}1,& N\mid l-k,\\ 0,&\text{otherwise.}\end{cases}$$

**Solution.** Let $\zeta=e^{2\pi i(l-k)/N}$. By (a) each term is $\zeta^y/N$. If $N$ divides $l-k$, then $\zeta=1$ and the sum is $N/N=1$. Otherwise $\zeta\ne1$ while $\zeta^N=1$, so

$$(\zeta-1)\sum_{y=0}^{N-1}\zeta^y=\zeta^N-1=0$$

and the sum vanishes. The two cases are the two branches after `split_ifs`. Both use `Complex.exp_eq_one_iff`, by which an exponential equals one exactly when its exponent is a multiple of $2\pi i$.

```lean
/-- Plane waves on a ring of `N > 0` sites are orthonormal, wave numbers being counted
modulo `N`. -/
theorem orbital_orthonormal {N : ℕ} (hN : 0 < N) (k l : ℤ) :
    ∑ y ∈ Finset.range N, conj (orbital N k y) * orbital N l y =
      if (N : ℤ) ∣ l - k then 1 else 0 := by
  have hN' : (N : ℂ) ≠ 0 := by exact_mod_cast hN.ne'
  obtain ⟨ζ, hζ⟩ : ∃ ζ : ℂ, ζ = Complex.exp ((2 * π * (l - k) / N : ℝ) * Complex.I) :=
    ⟨_, rfl⟩
  have hterm : ∀ y ∈ Finset.range N,
      conj (orbital N k y) * orbital N l y = ζ ^ y / N := by
    intro y _
    rw [mul_comm, orbital_mul_conj, hζ, ← Complex.exp_nat_mul]
    congr 2
    push_cast
    ring
  rw [Finset.sum_congr rfl hterm, ← Finset.sum_div]
  split_ifs with h
  · obtain ⟨c, hc⟩ := h
    have hc' : (l : ℂ) - k = N * c := by exact_mod_cast hc
    have h1 : ζ = 1 := by
      rw [hζ]
      refine Complex.exp_eq_one_iff.2 ⟨c, ?_⟩
      push_cast
      rw [hc']
      field_simp
    simp [h1, hN']
  · have h1 : ζ ≠ 1 := by
      intro h1
      rw [hζ] at h1
      obtain ⟨c, hc⟩ := Complex.exp_eq_one_iff.1 h1
      push_cast at hc
      have hc' : (l : ℂ) - k = N * c := by
        apply mul_right_cancel₀ Complex.two_pi_I_ne_zero
        calc ((l : ℂ) - k) * (2 * π * Complex.I)
            = N * (2 * π * (l - k) / N * Complex.I) := by field_simp
          _ = N * c * (2 * π * Complex.I) := by rw [hc]; ring
      exact h ⟨c, by exact_mod_cast hc'⟩
    have h2 : ζ ^ N = 1 := by
      rw [hζ, ← Complex.exp_nat_mul]
      refine Complex.exp_eq_one_iff.2 ⟨l - k, ?_⟩
      push_cast
      field_simp
    have hg := geom_sum_mul ζ N
    rw [h2, sub_self] at hg
    rw [(mul_eq_zero.1 hg).resolve_right (sub_ne_zero.2 h1), zero_div]
```

## (f) Idempotency

Show that for $M\le N$

$$\sum_{y=0}^{N-1}\gamma(x,y)\,\gamma(y,z)=\gamma(x,z).$$

**Solution.** Insert the definition and carry out the site sum first:

$$\sum_{m,n=0}^{M-1}\varphi_{k_0+m}(x)\,\varphi^*_{k_0+n}(z)\sum_{y=0}^{N-1}\varphi^*_{k_0+m}(y)\,\varphi_{k_0+n}(y).$$

Two occupied wave numbers differ by $|n-m|<M\le N$, so $N$ divides $n-m$ only when $n=m$. By (e) the double sum reduces to its diagonal, which is $\gamma(x,z)$.

The `calc` block reorders the sums and `Finset.sum_eq_single` keeps the diagonal term. To exclude $n\neq m$, the proof writes $n-m=Nc$ and treats negative, zero and positive $c$ separately. Physically, $M\le N$ is the Pauli principle: no plane wave is filled twice.

```lean
/-- For `M ≤ N` the density matrix is idempotent. -/
theorem densityMatrix_idempotent {N M : ℕ} (k₀ : ℤ) (hMN : M ≤ N) (x z : ℤ) :
    ∑ y ∈ Finset.range N, densityMatrix N k₀ M x y * densityMatrix N k₀ M y z =
      densityMatrix N k₀ M x z := by
  rcases Nat.eq_zero_or_pos N with h0 | hN
  · obtain rfl : M = 0 := by omega
    simp [densityMatrix]
  unfold densityMatrix
  calc _ = ∑ m ∈ Finset.range M, ∑ n ∈ Finset.range M,
        orbital N (k₀ + m) x * conj (orbital N (k₀ + n) z) *
          ∑ y ∈ Finset.range N, conj (orbital N (k₀ + m) y) * orbital N (k₀ + n) y := by
        simp_rw [Finset.sum_mul_sum, Finset.mul_sum]
        rw [Finset.sum_comm]
        refine Finset.sum_congr rfl fun m _ => ?_
        rw [Finset.sum_comm]
        refine Finset.sum_congr rfl fun n _ => Finset.sum_congr rfl fun y _ => ?_
        ring
    _ = _ := by
        refine Finset.sum_congr rfl fun m hm => ?_
        rw [Finset.sum_eq_single m]
        · rw [orbital_orthonormal hN]
          simp
        · -- distinct occupied wave numbers differ by less than `N`
          intro n hn hnm
          rw [orbital_orthonormal hN, if_neg, mul_zero]
          rintro ⟨c, hc⟩
          have hm' := Finset.mem_range.1 hm
          have hn' := Finset.mem_range.1 hn
          have hNz : (0 : ℤ) < N := by exact_mod_cast hN
          rcases lt_trichotomy c 0 with h | h | h
          · have : (N : ℤ) * c ≤ -N := by nlinarith
            omega
          · rw [h, mul_zero] at hc
            omega
          · have : (N : ℤ) ≤ N * c := by nlinarith
            omega
        · intro h
          exact absurd hm h
```

## (g) The sum rule including the on-site term

Show that for $M\le N$

$$\sum_{y=0}^{N-1}|\gamma(x,y)|^2=\frac MN.$$

**Solution.** The definition gives $\gamma(y,x)=\gamma(x,y)^*$, which is `hc` in the code. Setting $z=x$ in (f) turns each product into $|\gamma(x,y)|^2$, and the right side becomes the density from (b).

```lean
/-- For `M ≤ N` the squared moduli of the density matrix elements between `x` and every site of the
ring add up to the density `M / N`. -/
theorem sum_norm_sq_densityMatrix {N M : ℕ} (k₀ : ℤ) (hMN : M ≤ N) (x : ℤ) :
    ∑ y ∈ Finset.range N, ‖densityMatrix N k₀ M x y‖ ^ 2 = (M : ℝ) / N := by
  have hc : ∀ y : ℤ, densityMatrix N k₀ M y x = conj (densityMatrix N k₀ M x y) := by
    intro y
    simp [densityMatrix, mul_comm]
  have h := densityMatrix_idempotent k₀ hMN x x
  rw [densityMatrix_self] at h
  apply Complex.ofReal_injective
  push_cast
  rw [← h]
  refine Finset.sum_congr rfl fun y _ => ?_
  rw [hc y, Complex.mul_conj, Complex.normSq_eq_norm_sq, Complex.ofReal_pow]
```

## (h) The sum of squared sine ratios

Show that for $M\le N$

$$\sum_{j=1}^{N-1}\frac{\sin^2(\pi Mj/N)}{\sin^2(\pi j/N)}=M(N-M).$$

**Solution.** Take $k_0=0$ and $x=0$. By (d) each ratio equals $N^2|\gamma(0,j)|^2$. Removing the on-site term $(M/N)^2$ from (g) leaves

$$N^2\left(\frac MN-\frac{M^2}{N^2}\right)=M(N-M).$$

In Lean the range $j=1,\dots,N-1$ is `Finset.Ico 1 N`, `hterm` rewrites each ratio, and `Finset.sum_eq_sum_Ico_succ_bot` splits off the site $y=0$. The identity fails at $M=N+1$, where the ratios are all $1$ and add up to $N-1$, while the right side is negative.

```lean
/-- For `M ≤ N` the squared sine ratios, summed over all nonzero separations on the ring,
give `M (N - M)`. -/
theorem sum_sin_sq_ratio {N M : ℕ} (hMN : M ≤ N) :
    ∑ j ∈ Finset.Ico 1 N, sin (π * M * j / N) ^ 2 / sin (π * j / N) ^ 2 =
      (M : ℝ) * (N - M) := by
  rcases Nat.eq_zero_or_pos N with h0 | hN
  · obtain rfl : M = 0 := by omega
    simp
  have hN' : (N : ℝ) ≠ 0 := by exact_mod_cast hN.ne'
  have hterm : ∀ j ∈ Finset.Ico 1 N, sin (π * M * j / N) ^ 2 / sin (π * j / N) ^ 2 =
      (N : ℝ) ^ 2 * ‖densityMatrix N 0 M 0 j‖ ^ 2 := by
    intro j hj
    have hj' := Finset.mem_Ico.1 hj
    have h := norm_sq_densityMatrix 0 M 0 (show 0 < j by omega) hj'.2
    rw [zero_add] at h
    rw [h, ← mul_div_assoc, mul_div_mul_left _ _ (pow_ne_zero 2 hN')]
  rw [Finset.sum_congr rfl hterm, ← Finset.mul_sum]
  -- split off the on-site term of the sum rule
  have hs := sum_norm_sq_densityMatrix 0 hMN 0
  rw [Finset.range_eq_Ico, Finset.sum_eq_sum_Ico_succ_bot hN, Nat.cast_zero,
    densityMatrix_self, norm_div, Complex.norm_natCast, Complex.norm_natCast, zero_add] at hs
  have e : (M : ℝ) / N * N = M := div_mul_cancel₀ _ hN'
  generalize (M : ℝ) / N = t at e hs
  linear_combination (N : ℝ) ^ 2 * hs + (N - t * N - M) * e
```

## (i) The hole and its off-site sum

Show that for $0<M\le N$, any start $k_0$ and any site $x$,

$$h(x,x+j)=\frac{\sin^2(\pi Mj/N)}{NM\sin^2(\pi j/N)}\quad(0<j<N),\qquad \sum_{j=1}^{N-1}h(x,x+j)=1-\frac MN.$$

**Solution.** Dividing (d) by the density $M/N$ replaces $N^2$ in the denominator by $NM$. This needs $M>0$. Summing with (h) gives

$$\frac{M(N-M)}{NM}=1-\frac MN.$$

The theorem joins the two statements by `∧`. Its proof obtains the first as `hform` and then sums it with `sum_sin_sq_ratio`.

```lean
/-- For `0 < M ≤ N` consecutive occupied plane waves, the exchange hole at separation
`0 < j < N` has magnitude `sin²(πMj/N) / (N M sin²(πj/N))`, and its sum over these separations
is `1 - M/N`. -/
theorem exchangeHole_ring {N M : ℕ} (k₀ : ℤ) (hM : 0 < M) (hMN : M ≤ N) (x : ℤ) :
    (∀ j : ℕ, 0 < j → j < N → exchangeHole N k₀ M x (x + j) =
      sin (π * M * j / N) ^ 2 / (N * M * sin (π * j / N) ^ 2)) ∧
    ∑ j ∈ Finset.Ico 1 N, exchangeHole N k₀ M x (x + j) = 1 - (M : ℝ) / N := by
  have hM' : (M : ℝ) ≠ 0 := by exact_mod_cast hM.ne'
  have hN' : (N : ℝ) ≠ 0 := by exact_mod_cast (hM.trans_le hMN).ne'
  have hre : (densityMatrix N k₀ M x x).re = (M : ℝ) / N := by
    have h : densityMatrix N k₀ M x x = (((M : ℝ) / N : ℝ) : ℂ) := by
      rw [densityMatrix_self]
      push_cast
      rfl
    rw [h, Complex.ofReal_re]
  have hform : ∀ j : ℕ, 0 < j → j < N → exchangeHole N k₀ M x (x + j) =
      sin (π * M * j / N) ^ 2 / (N * M * sin (π * j / N) ^ 2) := by
    intro j hj hjN
    rw [exchangeHole, hre, norm_sq_densityMatrix k₀ M x hj hjN, div_div]
    congr 1
    field_simp
  refine ⟨hform, ?_⟩
  have hterm : ∀ j ∈ Finset.Ico 1 N, exchangeHole N k₀ M x (x + j) =
      sin (π * M * j / N) ^ 2 / sin (π * j / N) ^ 2 / (N * M) := by
    intro j hj
    have hj' := Finset.mem_Ico.1 hj
    rw [hform j (by omega) hj'.2, div_div]
    congr 1
    ring
  rw [Finset.sum_congr rfl hterm, ← Finset.sum_div, sum_sin_sq_ratio hMN]
  field_simp

end

end LatticeExchangeHole
```

```lean
#print axioms LatticeExchangeHole.exchangeHole_ring
-- 'LatticeExchangeHole.exchangeHole_ring' depends on axioms: [propext, Classical.choice, Quot.sound]
```

## One electron, a full band, and scattered wave numbers

For $M=1$ the hole is $1/N$ at every site. It cancels the electron's own density, as it must when there is no second electron. For $M=N$ the numerator vanishes at every $j$, and the whole hole sits on the electron's own site. On the smallest ring, $N=M=1$, the off-site sum is empty and $1-M/N=0$.

The argument of (f) and (g) uses only that the occupied wave numbers are distinct modulo $N$. Any $M$ such plane waves, consecutive or not, therefore give the off-site sum $1-M/N$, although the sine formula for the individual values is in general lost.
